# Bloch solutions for one outer state, counted by eigenvectors of $H$

## Physical setting

The state space is real and has an orthonormal basis of $N+1$ states: $N$ model states, labelled $i$ or $j$, and one outer state $q$. A vector is written $(y,c)$, with model part $y\in\mathbb R^N$ and outer component $c\in\mathbb R$; for a vector $w$ the two parts are $w_P$ and $w_q$. The scalar product is $\langle x,v\rangle=\sum_i x_iv_i$. The Hamiltonian is

$$H=\begin{pmatrix}A&v\\ v^T&e\end{pmatrix},$$

where $A$ is the $N\times N$ model block, $v\in\mathbb R^N$ couples the model states to $q$, and $e$ is the diagonal energy of $q$. For amplitudes $x\in\mathbb R^N$ the wave operator and the effective Hamiltonian are

$$\Omega=\begin{pmatrix}1\\ x^T\end{pmatrix},\qquad H_{\rm eff}=A+vx^T .$$

Column $j$ of $\Omega$ is model state $j$ plus $x_j$ times the outer state. The identity block is intermediate normalisation. The Bloch equation is $H\Omega=\Omega H_{\rm eff}$; it asks that $H$ map the span of the columns of $\Omega$ into itself. For a vector $w$ with $w_q\neq0$ the amplitudes read off $w$ are $x(w)=-w_P/w_q$, which do not change when $w$ is rescaled.

State-universal multireference coupled-cluster theory solves a Bloch equation of this kind, and the result shows for a finite real model with a single outer state and an untruncated wave operator that the nonlinear equation can have several roots, each tied to one exact level of $H$, the level whose eigenvector $(-x,1)$ is orthogonal to the columns of $\Omega$.

## Statement

1. For symmetric $A$, the equation $H\Omega=\Omega H_{\rm eff}$ is equivalent to the amplitude equation
$$v+e\,x=Ax+\langle x,v\rangle\,x.\tag{B}$$
2. A vector $x$ solves (B) if and only if $H(-x,1)=(e-\langle x,v\rangle)\,(-x,1)$.
3. If $Hw=\mu w$ with real $\mu$ and $w_q\ne0$, then $x(w)$ solves (B) and $\mu=e-\langle x(w),v\rangle$.
4. Let $H$ have $N+1$ distinct real eigenvalues $E_k$ with nonzero eigenvectors $u_k$. Then $k\mapsto x(u_k)$ is a bijection from $\{k:(u_k)_q\neq0\}$ onto the solutions of (B). The solutions are finitely many, as many as these $k$, and at most $N+1$; for $N=2$ at most three.
5. For $A=\begin{pmatrix}0&2\\2&-1\end{pmatrix}$, $v=(-2,0)$, $e=1$ there are exactly three solutions.

## Derivation

Block multiplication gives

$$H\Omega=\begin{pmatrix}A+vx^T\\ v^T+e\,x^T\end{pmatrix},\qquad \Omega H_{\rm eff}=\begin{pmatrix}A+vx^T\\ x^TA+\langle x,v\rangle x^T\end{pmatrix}.$$

The model rows agree for every $x$. The outer row, transposed, reads $v+ex=A^Tx+\langle x,v\rangle x$, which is (B) when $A^T=A$. This is item 1.

The equation $H(y,c)=\mu(y,c)$ splits into a model row and an outer row,

$$Ay+c\,v=\mu y,\qquad \langle v,y\rangle+e\,c=\mu c .$$

For $(y,c)=(-x,1)$ these become $-Ax+v=-\mu x$ and $e-\langle x,v\rangle=\mu$. With $\mu=e-\langle x,v\rangle$ the outer row is an identity and the model row is $v-Ax=-ex+\langle x,v\rangle x$, a rearrangement of (B). This is item 2.

For item 3, $w/w_q=(w_P/w_q,\,1)=(-x(w),1)$ is an eigenvector with the same $\mu$. Its outer row gives $\mu=e-\langle x(w),v\rangle$, and item 2 then gives (B).

Item 4 rests on a fact about any real square matrix $M$ that has as many distinct real eigenvalues $E_k$ as its dimension, with eigenvectors $u_k\ne0$: every eigenvector is a multiple of one $u_k$. The $u_k$ are independent, since applying $\prod_{l\neq k}(M-E_l)$ to $\sum_m a_mu_m=0$ leaves $a_k\prod_{l\ne k}(E_k-E_l)\,u_k=0$, so $a_k=0$. Their number equals the dimension, so they form a basis. Let $Mw=\mu w$ with $w\neq0$ and expand $w=\sum_kc_ku_k$. Then

$$0=Mw-\mu w=\sum_k c_k(E_k-\mu)\,u_k ,$$

so $c_k(E_k-\mu)=0$ for all $k$. Some $c_k$ is nonzero, which gives $E_k=\mu$. For $l\neq k$ one has $E_l\ne\mu$ and so $c_l=0$. Hence $w=c_ku_k$.

Now take $M=H$. By item 3 the map $k\mapsto x(u_k)$ sends each $k$ with $(u_k)_q\neq0$ to a solution. If $x(u_k)=x(u_l)$, then $E_k=e-\langle x(u_k),v\rangle=E_l$ and $k=l$. If $x$ is any solution, $(-x,1)$ is a nonzero eigenvector, so $(-x,1)=c\,u_k$ for some $k$ and $c$. The outer component gives $1=c\,(u_k)_q$, so $(u_k)_q\neq0$, and dividing $-x_i=c\,(u_k)_i$ by it gives $x=x(u_k)$. The count follows because there are $N+1$ labels $k$.

At $N=0$ the empty vector is the one solution, matched to the eigenvector $1$ of $H=(e)$. At $N=1$, with $A=(a)$, (B) is $vx^2+(a-e)x-v=0$; for $v=0$ and $a\neq e$ only $x=0$ remains, and only one of the two eigenvectors has an outer component. For $v=0$, $A=e\cdot 1$ and $N\geq1$ the levels coincide and every $x$ is a solution.

In item 5 the normalised eigenvectors and their amplitudes are:

| $k$ | $E_k$ | $u_k/\lVert u_k\rVert$ | $x(u_k)$ |
|---|---|---|---|
| 0 | $0$ | $(1,2,2)/3$ | $(-\tfrac12,-1)$ |
| 1 | $3$ | $(2,1,-2)/3$ | $(1,\tfrac12)$ |
| 2 | $-3$ | $(2,-2,1)/3$ | $(-2,2)$ |

For $k=1$, for example, $\langle x,v\rangle=-2$, both sides of (B) equal $(-1,\tfrac12)$, and $e-\langle x,v\rangle=3$.

Since $\Omega^T(-x,1)=-x+x=0$, the vector $(-x,1)$ is orthogonal to the space that $\Omega$ describes, so for symmetric $H$ with $N+1$ distinct levels each root is labelled by the level it leaves out. One then expects $H_{\rm eff}$ to carry the other $N$ levels, but no theorem below concerns its spectrum.

## What the formal version assumes

The model states are the elements of a finite type `n`, with $N$ equal to `Fintype.card n`, and the full basis is `Option n`: `some i` is model state $i$ and `none` is $q$. The objects `ham A v e`, `waveOp x`, `heff A v x`, `join y c` and `amp w` are $H$, $\Omega$, $H_{\rm eff}$, $(y,c)$ and $x(w)$, and `w none` is $w_q$. The product `*ᵥ` applies a matrix to a vector and `⬝ᵥ` is the scalar product. `IsBlochSol A v e x` is (B).

Symmetry, `A.IsSymm`, is a hypothesis of `waveOp_iff_bloch` alone. The other general theorems do not need it, but those about Bloch solutions concern (B), which for unsymmetric $A$ differs from the operator equation, where $A^T$ appears.

The eigenvectors are given as data: a family `u` with eigenvalues `E` over a finite index type `ι`. The hypothesis `hc` fixes their number at $N+1$, `hE` makes the eigenvalues distinct, `hu0` excludes the zero vector and `hu` is the eigenvalue equation. Their existence is assumed and not derived from the spectral theorem, and no normalisation is imposed; the vectors `wU k` have length $3$. Since `ncard` returns $0$ on an infinite set, finiteness is stated separately in `bloch_count` and `bloch_count_two`. The latter gives finiteness and the bound three, while the equality of the two counts is in `bloch_count`.

All quantities are real, and degenerate spectra are not treated in the count. In state-universal coupled-cluster theory the Bloch equation has many outer states and a wave operator built from exponentials of cluster operators, usually truncated; here the amplitudes are entries of $\Omega$ itself, and nothing is truncated.

## The Lean file

```lean
import Mathlib

open Matrix

namespace BlochOneOuterState

noncomputable section

variable {n : Type*} [Fintype n]

/-- The Hamiltonian `[[A, v], [vᵀ, e]]`: model block `A`, one outer state (index `none`) of
diagonal energy `e`, and coupling `v`. -/
def ham (A : Matrix n n ℝ) (v : n → ℝ) (e : ℝ) : Matrix (Option n) (Option n) ℝ :=
  Matrix.of fun i j => match i, j with
    | some i, some j => A i j
    | some i, none => v i
    | none, some j => v j
    | none, none => e

/-- The state with model-space part `y` and outer component `c`. -/
def join (y : n → ℝ) (c : ℝ) : Option n → ℝ
  | some i => y i
  | none => c

/-- The wave operator `Ω = [1; xᵀ]` in intermediate normalisation. -/
def waveOp [DecidableEq n] (x : n → ℝ) : Matrix (Option n) n ℝ :=
  Matrix.of fun o j => match o with
    | some i => if i = j then 1 else 0
    | none => x j

/-- The effective Hamiltonian `A + v xᵀ` on the model space. -/
def heff (A : Matrix n n ℝ) (v x : n → ℝ) : Matrix n n ℝ := A + vecMulVec v x

/-- The Bloch amplitude equation `v + e x = A x + ⟨x, v⟩ x`. -/
def IsBlochSol (A : Matrix n n ℝ) (v : n → ℝ) (e : ℝ) (x : n → ℝ) : Prop :=
  v + e • x = A *ᵥ x + (x ⬝ᵥ v) • x

/-- The amplitudes read off a state: minus its model part divided by its outer component. -/
def amp (w : Option n → ℝ) : n → ℝ := fun i => -(w (some i) / w none)

/-- The eigenvalue equation for `(y, c)` splits into a model-space row and an outer row. -/
theorem ham_eigen_iff (A : Matrix n n ℝ) (v : n → ℝ) (e : ℝ) (y : n → ℝ) (c μ : ℝ) :
    ham A v e *ᵥ join y c = μ • join y c ↔
      A *ᵥ y + c • v = μ • y ∧ v ⬝ᵥ y + e * c = μ * c := by
  have h : ham A v e *ᵥ join y c = join (A *ᵥ y + c • v) (v ⬝ᵥ y + e * c) := by
    funext o
    cases o <;> simp [ham, join, mulVec, dotProduct, Fintype.sum_option] <;> ring
  rw [h]
  constructor
  · intro hh
    exact ⟨funext fun i => congrFun hh (some i), congrFun hh none⟩
  · rintro ⟨h1, h2⟩
    rw [h1, h2]
    funext o
    cases o <;> rfl

/-- For symmetric `A`, the operator equation `H Ω = Ω Heff` holds exactly when `x` solves the
amplitude equation. -/
theorem waveOp_iff_bloch [DecidableEq n] (A : Matrix n n ℝ) (hA : A.IsSymm) (v : n → ℝ)
    (e : ℝ) (x : n → ℝ) :
    ham A v e * waveOp x = waveOp x * heff A v x ↔ IsBlochSol A v e x := by
  -- the model rows hold identically
  have hs : ∀ i j, (ham A v e * waveOp x) (some i) j = (waveOp x * heff A v x) (some i) j := by
    intro i j
    simp [Matrix.mul_apply, Fintype.sum_option, ham, waveOp, heff, vecMulVec_apply, add_comm]
  have hl : ∀ j, (ham A v e * waveOp x) none j = v j + e * x j := by
    intro j
    simp [Matrix.mul_apply, Fintype.sum_option, ham, waveOp, add_comm]
  have hr : ∀ j, (waveOp x * heff A v x) none j = (A *ᵥ x) j + (x ⬝ᵥ v) * x j := by
    intro j
    rw [Matrix.mul_apply]
    show ∑ k, x k * (A k j + v k * x j) = ∑ k, A j k * x k + (∑ k, x k * v k) * x j
    rw [Finset.sum_mul, ← Finset.sum_add_distrib]
    refine Finset.sum_congr rfl fun k _ => ?_
    rw [hA.apply j k]
    ring
  constructor
  · intro h
    funext j
    exact (hl j).symm.trans ((congrFun (congrFun h none) j).trans (hr j))
  · intro h
    ext o j
    cases o with
    | none => rw [hl, hr]; exact congrFun h j
    | some i => exact hs i j

/-- `x` solves the amplitude equation `IsBlochSol` exactly when `(-x, 1)` is an eigenvector of `H` with
eigenvalue `e - ⟨x, v⟩`. -/
theorem bloch_iff_eigen (A : Matrix n n ℝ) (v : n → ℝ) (e : ℝ) (x : n → ℝ) :
    IsBlochSol A v e x ↔ ham A v e *ᵥ join (-x) 1 = (e - x ⬝ᵥ v) • join (-x) 1 := by
  rw [ham_eigen_iff, Matrix.mulVec_neg, dotProduct_neg, dotProduct_comm v x, IsBlochSol]
  constructor
  · intro h
    refine ⟨funext fun i => ?_, by ring⟩
    have := congrFun h i
    simp only [Pi.add_apply, Pi.smul_apply, Pi.neg_apply, smul_eq_mul] at this ⊢
    linear_combination this
  · rintro ⟨h, -⟩
    funext i
    have := congrFun h i
    simp only [Pi.add_apply, Pi.smul_apply, Pi.neg_apply, smul_eq_mul] at this ⊢
    linear_combination this

/-- An eigenvector with nonzero outer component yields a Bloch solution `x`, and its eigenvalue
is `e - ⟨x, v⟩`. -/
theorem bloch_of_eigen {A : Matrix n n ℝ} {v : n → ℝ} {e μ : ℝ} {w : Option n → ℝ}
    (h : ham A v e *ᵥ w = μ • w) (hw : w none ≠ 0) :
    IsBlochSol A v e (amp w) ∧ μ = e - amp w ⬝ᵥ v := by
  have hj : join (-amp w) 1 = (w none)⁻¹ • w := by
    funext o
    cases o <;> simp [join, amp, hw, div_eq_inv_mul]
  have h1 : ham A v e *ᵥ join (-amp w) 1 = μ • join (-amp w) 1 := by
    rw [hj, Matrix.mulVec_smul, h, smul_comm]
  have h2 := ((ham_eigen_iff _ _ _ _ _ _).1 h1).2
  rw [dotProduct_neg, dotProduct_comm] at h2
  have hμ : μ = e - amp w ⬝ᵥ v := by linarith
  exact ⟨(bloch_iff_eigen _ _ _ _).2 (by rw [← hμ]; exact h1), hμ⟩

/-- If a matrix has as many distinct eigenvalues as its dimension, with eigenvectors `u k`, then
every eigenvector is a multiple of one `u k`. -/
theorem eigen_proportional {ι : Type*} [Fintype ι] (M : Matrix n n ℝ) (u : ι → n → ℝ)
    (E : ι → ℝ) (hc : Fintype.card ι = Fintype.card n) (hE : Function.Injective E)
    (hu0 : ∀ k, u k ≠ 0) (hu : ∀ k, M *ᵥ u k = E k • u k) {w : n → ℝ} {μ : ℝ}
    (hw0 : w ≠ 0) (hw : M *ᵥ w = μ • w) : ∃ k, ∃ c : ℝ, w = c • u k := by
  classical
  have hli : LinearIndependent ℝ u :=
    Module.End.eigenvectors_linearIndependent' (Matrix.toLin' M) E hE u fun k =>
      ⟨Module.End.mem_eigenspace_iff.2 (by rw [Matrix.toLin'_apply]; exact hu k), hu0 k⟩
  have hspan := hli.span_eq_top_of_card_eq_finrank' (by simpa using hc)
  have hmem : w ∈ Submodule.span ℝ (Set.range u) := by rw [hspan]; trivial
  rw [Submodule.mem_span_range_iff_exists_fun] at hmem
  obtain ⟨c, hcw⟩ := hmem
  have h1 : M *ᵥ w = ∑ k, (c k * E k) • u k := by
    rw [← hcw, ← Matrix.toLin'_apply, map_sum]
    exact Finset.sum_congr rfl fun k _ => by rw [map_smul, Matrix.toLin'_apply, hu, smul_smul]
  have h2 : μ • w = ∑ k, (c k * μ) • u k := by
    rw [← hcw, Finset.smul_sum]
    exact Finset.sum_congr rfl fun k _ => by rw [smul_smul, mul_comm]
  -- only levels with E k = μ contribute to the expansion
  have hz : ∀ k, c k * (E k - μ) = 0 :=
    Fintype.linearIndependent_iff.1 hli (fun k => c k * (E k - μ)) (by
      simp only [mul_sub, sub_smul, Finset.sum_sub_distrib]
      rw [← h1, ← h2, hw, sub_self])
  obtain ⟨k, hk⟩ : ∃ k, c k ≠ 0 := by
    by_contra h
    have h' : ∀ k, c k = 0 := fun k => by_contra fun hk => h ⟨k, hk⟩
    exact hw0 (by rw [← hcw]; simp [h'])
  refine ⟨k, c k, hcw.symm.trans (Finset.sum_eq_single k (fun l _ hl => ?_) (by simp))⟩
  have hEk := (mul_eq_zero.1 (hz k)).resolve_left hk
  rcases mul_eq_zero.1 (hz l) with h | h
  · rw [h, zero_smul]
  · exact absurd (hE (show E l = E k by linarith)) hl

/-- If `H` has `Fintype.card n + 1` distinct eigenvalues with eigenvectors `u k`, reading off amplitudes is a
bijection from the eigenvectors with nonzero outer component onto the Bloch solutions. -/
theorem bloch_bijOn {ι : Type*} [Fintype ι] (A : Matrix n n ℝ) (v : n → ℝ) (e : ℝ)
    (u : ι → Option n → ℝ) (E : ι → ℝ) (hc : Fintype.card ι = Fintype.card n + 1)
    (hE : Function.Injective E) (hu0 : ∀ k, u k ≠ 0)
    (hu : ∀ k, ham A v e *ᵥ u k = E k • u k) :
    Set.BijOn (fun k => amp (u k)) {k | u k none ≠ 0} {x | IsBlochSol A v e x} := by
  refine ⟨fun k hk => (bloch_of_eigen (hu k) hk).1, fun k hk l hl h => hE ?_, fun x hx => ?_⟩
  · -- the amplitudes fix the eigenvalue
    have h' : amp (u k) = amp (u l) := h
    rw [(bloch_of_eigen (hu k) hk).2, (bloch_of_eigen (hu l) hl).2, h']
  · have h0 : join (-x) 1 ≠ 0 := fun h => one_ne_zero (α := ℝ) (congrFun h none)
    obtain ⟨k, c, hk⟩ := eigen_proportional (ham A v e) u E (by simpa using hc) hE hu0 hu h0
      ((bloch_iff_eigen A v e x).1 hx)
    have h1 : (1 : ℝ) = c * u k none := congrFun hk none
    have hne : u k none ≠ 0 := fun h => by simp [h] at h1
    refine ⟨k, hne, funext fun i => ?_⟩
    have h2 : -x i = c * u k (some i) := congrFun hk (some i)
    show -(u k (some i) / u k none) = x i
    rw [neg_eq_iff_eq_neg, div_eq_iff hne]
    linear_combination u k (some i) * h1 - u k none * h2

/-- With `Fintype.card n + 1` distinct eigenvalues the Bloch solutions are finitely many, as many as the
eigenvectors `u k` with nonzero outer component, and at most `Fintype.card n + 1`. -/
theorem bloch_count {ι : Type*} [Fintype ι] (A : Matrix n n ℝ) (v : n → ℝ) (e : ℝ)
    (u : ι → Option n → ℝ) (E : ι → ℝ) (hc : Fintype.card ι = Fintype.card n + 1)
    (hE : Function.Injective E) (hu0 : ∀ k, u k ≠ 0)
    (hu : ∀ k, ham A v e *ᵥ u k = E k • u k) :
    {x | IsBlochSol A v e x}.Finite ∧
      {x | IsBlochSol A v e x}.ncard = {k | u k none ≠ 0}.ncard ∧
      {x | IsBlochSol A v e x}.ncard ≤ Fintype.card n + 1 := by
  have h := bloch_bijOn A v e u E hc hE hu0 hu
  have h2 : {x | IsBlochSol A v e x}.ncard = {k | u k none ≠ 0}.ncard := by
    rw [← h.image_eq]
    exact h.injOn.ncard_image
  refine ⟨by rw [← h.image_eq]; exact (Set.toFinite _).image _, h2, ?_⟩
  rw [h2, ← hc, ← Nat.card_eq_fintype_card, ← Set.ncard_univ]
  exact Set.ncard_le_ncard (Set.subset_univ _)

/-- For a two-state model space and three distinct eigenvalues there are at most three Bloch
solutions. -/
theorem bloch_count_two (A : Matrix (Fin 2) (Fin 2) ℝ) (v : Fin 2 → ℝ) (e : ℝ)
    (u : Fin 3 → Option (Fin 2) → ℝ) (E : Fin 3 → ℝ) (hE : Function.Injective E)
    (hu0 : ∀ k, u k ≠ 0) (hu : ∀ k, ham A v e *ᵥ u k = E k • u k) :
    {x | IsBlochSol A v e x}.Finite ∧ {x | IsBlochSol A v e x}.ncard ≤ 3 := by
  have h := bloch_count A v e u E (by simp) hE hu0 hu
  exact ⟨h.1, by simpa using h.2.2⟩

/-- The three states `(1, 2, 2)`, `(2, 1, -2)`, `(2, -2, 1)`, outer component last. -/
def wU (k : Fin 3) : Option (Fin 2) → ℝ := join (![![1, 2], ![2, 1], ![2, -2]] k) (![2, -2, 1] k)

/-- The symmetric `H = [[0,2,-2],[2,-1,0],[-2,0,1]]` has eigenvectors `wU` with distinct
eigenvalues `0, 3, -3`, and its Bloch equation has exactly three solutions. -/
theorem bloch_count_witness :
    (!![0, 2; 2, -1] : Matrix (Fin 2) (Fin 2) ℝ).IsSymm ∧
      Function.Injective (![0, 3, -3] : Fin 3 → ℝ) ∧ (∀ k, wU k ≠ 0) ∧
      (∀ k, ham !![0, 2; 2, -1] ![-2, 0] 1 *ᵥ wU k = (![0, 3, -3] : Fin 3 → ℝ) k • wU k) ∧
      {x | IsBlochSol !![0, 2; 2, -1] ![-2, 0] 1 x}.ncard = 3 := by
  have hE : Function.Injective (![0, 3, -3] : Fin 3 → ℝ) := by
    intro a b
    fin_cases a <;> fin_cases b <;> simp <;> norm_num
  have hn : ∀ k, wU k none ≠ 0 := by
    intro k
    fin_cases k <;> simp [wU, join]
  have h0 : ∀ k, wU k ≠ 0 := fun k h => hn k (congrFun h none)
  have hu : ∀ k, ham !![0, 2; 2, -1] ![-2, 0] 1 *ᵥ wU k
      = (![0, 3, -3] : Fin 3 → ℝ) k • wU k := by
    intro k
    refine (ham_eigen_iff _ _ _ _ _ _).2 ⟨?_, ?_⟩
    · funext i
      fin_cases k <;> fin_cases i <;> simp <;> norm_num
    · fin_cases k <;> simp [dotProduct, Fin.sum_univ_two] <;> norm_num
  refine ⟨?_, hE, h0, hu, ?_⟩
  · ext i j
    fin_cases i <;> fin_cases j <;> simp
  · rw [(bloch_count _ _ _ wU _ (by simp) hE h0 hu).2.1,
      Set.eq_univ_of_forall (s := {k | wU k none ≠ 0}) hn]
    simp [Set.ncard_univ]

end

end BlochOneOuterState
```

```lean
#print axioms BlochOneOuterState.waveOp_iff_bloch
-- 'BlochOneOuterState.waveOp_iff_bloch' depends on axioms: [propext, Classical.choice, Quot.sound]
#print axioms BlochOneOuterState.bloch_count_two
-- 'BlochOneOuterState.bloch_count_two' depends on axioms: [propext, Classical.choice, Quot.sound]
```

## Notes on the proof

`ham_eigen_iff` is the splitting into rows. It first computes $H(y,c)$ component by component, with `Fintype.sum_option` separating the outer term from each sum, and then evaluates the vector equation at `some i` and at `none`.

`waveOp_iff_bloch` follows the block multiplication. `hs` is the agreement of the model rows, and `hl` and `hr` are the outer rows of $H\Omega$ and $\Omega H_{\rm eff}$. The step from $x^TA$ to $Ax$ is the rewrite with `hA.apply j k` inside `hr`.

`bloch_iff_eigen` applies the splitting to `join (-x) 1`. The outer row closes by `ring`, and `linear_combination this` performs the rearrangement of the model row in each component, in both directions.

In `bloch_of_eigen`, `hj` says $(-x(w),1)=w/w_q$, `h1` carries the eigenvalue over to the rescaled vector, and `h2` is its outer row, from which `hμ` reads off $\mu$.

`eigen_proportional` is stated for an arbitrary matrix `M`. Independence, `hli`, comes from Mathlib's `Module.End.eigenvectors_linearIndependent'` in place of the product argument above, and `hspan` turns it into spanning by the dimension count. `h1` and `h2` expand $Mw$ and $\mu w$, `hz` is $c_k(E_k-\mu)=0$, and `Finset.sum_eq_single` reduces the expansion to one term once injectivity of `E` has removed the others.

`bloch_bijOn` supplies the three parts of `Set.BijOn`. The first two use the two halves of `bloch_of_eigen`. In the third, `h1` and `h2` are $1=c\,(u_k)_q$ and $-x_i=c\,(u_k)_i$, and the final `linear_combination` eliminates $c$ between them.

`bloch_count` writes the solution set as the image of the label set, on which the map is injective, and bounds the label set by all of `ι`. `bloch_count_two` is the case `Fin 2`, `Fin 3`. `bloch_count_witness` checks symmetry, distinctness and the three eigenvalue equations entry by entry. By `hn` all three outer components are nonzero, so the label set is all of `Fin 3` and the bound is attained.
